# The quartic Taylor coefficient of z coth z at the origin is −1/45

The theorem `coth_quartic` says that (z cosh z / sinh z − 1 − z²/3) / z⁴ tends to −1/45 as the complex number z tends to 0 through non-zero values. This is a statement of pure analysis about z coth z, and no field, Hamiltonian or other physical model appears in it. The attempt writes exp z as its fifth-order Taylor polynomial plus z⁵ times a remainder `expRem z`, which an earlier lemma shows tends to 0. It then finds the limits of a numerator and a denominator, −1/45 and 1, and shows by algebra that their quotient equals the original expression near 0.

The failing Lean file:

```lean
import Mathlib

open Filter Topology Matrix

namespace EulerHeisenbergQuartic

noncomputable section

/-- The remainder of the fifth-order Taylor polynomial of `exp z`, divided by `z ^ 5`,
for `z ≠ 0`. -/
def expRem (z : ℂ) : ℂ :=
  (Complex.exp z - (1 + z + z ^ 2 / 2 + z ^ 3 / 6 + z ^ 4 / 24 + z ^ 5 / 120)) / z ^ 5

/-- The scaled Taylor remainder `expRem z` tends to 0 as `z → 0` with `z ≠ 0`. -/
theorem expRem_tendsto : Tendsto expRem (𝓝[≠] 0) (𝓝 0) := by
  have h1 : ∀ᶠ z : ℂ in 𝓝[≠] 0, ‖z‖ < 1 :=
    ((continuous_norm.tendsto (0 : ℂ)).eventually_lt_const (by simp)).filter_mono
      nhdsWithin_le_nhds
  have hb : ∀ᶠ z : ℂ in 𝓝[≠] 0, ‖expRem z‖ ≤ ‖z‖ := by
    filter_upwards [h1, self_mem_nhdsWithin] with z hz hz0
    have hz0' : z ≠ 0 := hz0
    have h := Complex.exp_bound hz.le (n := 6) (by norm_num)
    have hs : ∑ m ∈ Finset.range 6, z ^ m / (m.factorial : ℂ)
        = 1 + z + z ^ 2 / 2 + z ^ 3 / 6 + z ^ 4 / 24 + z ^ 5 / 120 := by
      norm_num [Finset.sum_range_succ, Nat.factorial]
    rw [hs] at h
    rw [expRem, norm_div, norm_pow, div_le_iff₀ (pow_pos (norm_pos_iff.mpr hz0') 5)]
    calc _ ≤ _ := h
      _ ≤ ‖z‖ ^ 6 * 1 :=
        mul_le_mul_of_nonneg_left (by norm_num [Nat.factorial]) (by positivity)
      _ = ‖z‖ * ‖z‖ ^ 5 := by ring
  exact squeeze_zero_norm' hb (tendsto_norm_zero.mono_left nhdsWithin_le_nhds)

/-- The quartic Taylor coefficient of `z coth z` in the complex plane is `-1/45`. -/
theorem coth_quartic :
    Tendsto (fun z : ℂ => (z * Complex.cosh z / Complex.sinh z - 1 - z ^ 2 / 3) / z ^ 4)
      (𝓝[≠] 0) (𝓝 (-1 / 45)) := by
  have hneg : Tendsto (fun z : ℂ => -z) (𝓝[≠] 0) (𝓝[≠] 0) :=
    tendsto_nhdsWithin_iff.mpr
      ⟨(continuous_neg.tendsto' (0 : ℂ) 0 neg_zero).mono_left nhdsWithin_le_nhds, by
        filter_upwards [self_mem_nhdsWithin] with z hz
        simpa using hz⟩
  have hz : Tendsto (fun z : ℂ => z) (𝓝[≠] 0) (𝓝 0) :=
    tendsto_id.mono_left nhdsWithin_le_nhds
  have h3 := hz.prodMk_nhds (expRem_tendsto.prodMk_nhds (expRem_tendsto.comp hneg))
  -- sinh z / z, and the numerator left after the subtractions
  have hD : Tendsto (fun z : ℂ => 1 + z ^ 2 / 6 + z ^ 4 / 120
      + z ^ 4 * (expRem z + expRem (-z)) / 2) (𝓝[≠] 0) (𝓝 1) :=
    ((by fun_prop : Continuous fun p : ℂ × ℂ × ℂ => 1 + p.1 ^ 2 / 6 + p.1 ^ 4 / 120
      + p.1 ^ 4 * (p.2.1 + p.2.2) / 2).tendsto' (0, 0, 0) 1 (by norm_num)).comp h3
  have hN : Tendsto (fun z : ℂ => -1 / 45 - z ^ 2 / 360 + z * (expRem z - expRem (-z)) / 2
      - (1 + z ^ 2 / 3) * (expRem z + expRem (-z)) / 2) (𝓝[≠] 0) (𝓝 (-1 / 45)) :=
    ((by fun_prop : Continuous fun p : ℂ × ℂ × ℂ => -1 / 45 - p.1 ^ 2 / 360
      + p.1 * (p.2.1 - p.2.2) / 2 - (1 + p.1 ^ 2 / 3) * (p.2.1 + p.2.2) / 2).tendsto'
      (0, 0, 0) (-1 / 45) (by norm_num)).comp h3
  have h := hN.div hD one_ne_zero
  rw [div_one] at h
  refine h.congr' ?_
  filter_upwards [hD.eventually_ne one_ne_zero, self_mem_nhdsWithin] with z hd hz0
  have hz' : z ≠ 0 := hz0
  have hexp : ∀ w : ℂ, w ≠ 0 → Complex.exp w =
      1 + w + w ^ 2 / 2 + w ^ 3 / 6 + w ^ 4 / 24 + w ^ 5 / 120 + w ^ 5 * expRem w := by
    intro w hw
    rw [expRem, ← mul_div_assoc, mul_div_cancel_left₀ _ (pow_ne_zero 5 hw)]
    ring
  have hs : Complex.sinh z = z * (1 + z ^ 2 / 6 + z ^ 4 / 120
      + z ^ 4 * (expRem z + expRem (-z)) / 2) := by
    rw [Complex.sinh, hexp z hz', hexp (-z) (neg_ne_zero.mpr hz')]
    ring
  have hc : Complex.cosh z = 1 + z ^ 2 / 2 + z ^ 4 / 24
      + z ^ 5 * (expRem z - expRem (-z)) / 2 := by
    rw [Complex.cosh, hexp z hz', hexp (-z) (neg_ne_zero.mpr hz')]
    ring
  have alg : ∀ C D N : ℂ, D ≠ 0 → z * C - (1 + z ^ 2 / 3) * (z * D) = z ^ 5 * N →
      N / D = (z * C / (z * D) - 1 - z ^ 2 / 3) / z ^ 4 := by
    intro C D N hD0 h0
    have hN0 : N = (z * C - (1 + z ^ 2 / 3) * (z * D)) / z ^ 5 := by
      rw [h0, mul_div_cancel_left₀ _ (pow_ne_zero 5 hz')]
    rw [hN0]
    field_simp
    ring
  rw [hs, hc]
  exact alg _ _ _ hd (by ring)

end

end EulerHeisenbergQuartic
```

Compiling this gives:

```
Main.lean:34:0: error: (deterministic) timeout at `whnf`, maximum number of heartbeats (200000) has been reached

Note: Use `set_option maxHeartbeats <num>` to set the limit.

Hint: Additional diagnostic information may be available using the `set_option diagnostics true` command.
```

Diagnosis. Lean ran out of its 200000 heartbeats while `whnf` was reducing a term. The error is placed at the start of the declaration, so it doesn't say which step was too costly, but the repair removes two checks that relied on unfolding definitions.

First, `hD` and `hN` were stated for explicit functions of z, while `.comp h3` proves limits of composites through a triple, and Lean had to unfold these to see that they agree. Now the types are inferred, and `simp only [Function.comp_def]` rewrites them into explicit form.

Second, `hN.div hD` concerns a quotient of functions, so the goal had that quotient applied to z, whereas `alg` speaks of a quotient of numbers. `exact` had to bridge the gap by unfolding, and `Pi.div_apply` now does so by rewriting.

Naming the continuity facts `cD` and `cN` only sets out the first change more clearly, and the shorter rewrite inside `alg` is tidying.

The change, after which it compiles:

```diff
@@ -45,13 +45,11 @@
   have h3 := hz.prodMk_nhds (expRem_tendsto.prodMk_nhds (expRem_tendsto.comp hneg))
   -- sinh z / z, and the numerator left after the subtractions
-  have hD : Tendsto (fun z : ℂ => 1 + z ^ 2 / 6 + z ^ 4 / 120
-      + z ^ 4 * (expRem z + expRem (-z)) / 2) (𝓝[≠] 0) (𝓝 1) :=
-    ((by fun_prop : Continuous fun p : ℂ × ℂ × ℂ => 1 + p.1 ^ 2 / 6 + p.1 ^ 4 / 120
-      + p.1 ^ 4 * (p.2.1 + p.2.2) / 2).tendsto' (0, 0, 0) 1 (by norm_num)).comp h3
-  have hN : Tendsto (fun z : ℂ => -1 / 45 - z ^ 2 / 360 + z * (expRem z - expRem (-z)) / 2
-      - (1 + z ^ 2 / 3) * (expRem z + expRem (-z)) / 2) (𝓝[≠] 0) (𝓝 (-1 / 45)) :=
-    ((by fun_prop : Continuous fun p : ℂ × ℂ × ℂ => -1 / 45 - p.1 ^ 2 / 360
-      + p.1 * (p.2.1 - p.2.2) / 2 - (1 + p.1 ^ 2 / 3) * (p.2.1 + p.2.2) / 2).tendsto'
-      (0, 0, 0) (-1 / 45) (by norm_num)).comp h3
+  have cD : Continuous fun p : ℂ × ℂ × ℂ => 1 + p.1 ^ 2 / 6 + p.1 ^ 4 / 120
+      + p.1 ^ 4 * (p.2.1 + p.2.2) / 2 := by fun_prop
+  have cN : Continuous fun p : ℂ × ℂ × ℂ => -1 / 45 - p.1 ^ 2 / 360
+      + p.1 * (p.2.1 - p.2.2) / 2 - (1 + p.1 ^ 2 / 3) * (p.2.1 + p.2.2) / 2 := by fun_prop
+  have hD := (cD.tendsto' (0, 0, 0) 1 (by norm_num)).comp h3
+  have hN := (cN.tendsto' (0, 0, 0) (-1 / 45) (by norm_num)).comp h3
+  simp only [Function.comp_def] at hD hN
   have h := hN.div hD one_ne_zero
   rw [div_one] at h
@@ -75,10 +73,8 @@
       N / D = (z * C / (z * D) - 1 - z ^ 2 / 3) / z ^ 4 := by
     intro C D N hD0 h0
-    have hN0 : N = (z * C - (1 + z ^ 2 / 3) * (z * D)) / z ^ 5 := by
-      rw [h0, mul_div_cancel_left₀ _ (pow_ne_zero 5 hz')]
-    rw [hN0]
+    rw [← mul_div_cancel_left₀ N (pow_ne_zero 5 hz'), ← h0]
     field_simp
     ring
-  rw [hs, hc]
+  simp only [Pi.div_apply, hs, hc]
   exact alg _ _ _ hd (by ring)
 
```
